# The one-loop muon kernel for a massive photon: closed form for $r>4$ and the heavy-photon limit

If a heavy photon is treated as massless in the one-loop vertex correction of the muon, its contribution to the anomalous magnetic moment comes out too large, by a factor of at least $3r/2$, where $r$ is the squared photon mass divided by the squared muon mass. The mass has to be kept, and the anomaly then contains an integral over a Feynman parameter $y$. For a vector boson that couples to the muon as the photon does, with fine-structure constant $\alpha$, the contribution is $(\alpha/\pi)K(r)$, where

$$K(r)=\int_0^1\frac{y^2(1-y)}{y^2+(1-y)r}\,dy .$$

For $0<x<1$ and $r=(1+x)^2/x$, this integral equals

$$K=\frac{x^2(2-x^2)}2+\frac{(1+x^2)(1+x)^2}{x^2}\Big(\ln(1+x)-x+\frac{x^2}2\Big)+\frac{1+x}{1-x}\,x^2\ln x .$$

Every $r>4$, that is, every photon heavier than two muons, is reached in this way. Moreover $rK(r)\to\frac13$ as $r\to\infty$.

Dispersive calculations of the lowest-order hadronic vacuum polarization in the muon anomaly integrate the imaginary part of the vacuum polarization over the squared mass $s$, with a weight proportional to $K(s/m_\mu^2)/s$, where $m_\mu$ is the muon mass. The closed form serves there for masses above two muon masses.

## Integrating over the Feynman parameter

Write $D(y)=y^2+(1-y)r$. For $r>0$ it is positive on $[0,1]$: at $y=0$ it equals $r$, and for $y>0$ the first term is positive and the second is not negative. The integrand is therefore continuous.

With $r=(1+x)^2/x$ the denominator factors,

$$D(y)=\frac{(1+x-y)(1+x-xy)}{x},$$

because the product in the numerator is $(1+x)^2-(1+x)^2y+xy^2$. The roots are $y_1=1+x$ and $y_2=(1+x)/x$, both beyond $y=1$. Polynomial division and partial fractions give

$$\frac{y^2(1-y)}{D(y)}=1-r-y+\frac{A}{y-y_1}+\frac{B}{y-y_2},$$

$$A=\frac{y_1^2(1-y_1)}{y_1-y_2}=\frac{(1+x)x^2}{1-x},\qquad B=\frac{y_2^2(1-y_2)}{y_2-y_1}=-\frac{1+x}{x^2(1-x)} .$$

A primitive is

$$F(y)=(1-r)y-\frac{y^2}2+A\ln(1+x-y)+B\ln(1+x-xy).$$

Since $F(1)=\frac12-r+A\ln x$ and $F(0)=(A+B)\ln(1+x)$,

$$K=\frac12-r+A\ln x-(A+B)\ln(1+x).$$

The coefficient of $\ln(1+x)$ is

$$-(A+B)=\frac{(1+x)(1-x^4)}{x^2(1-x)}=\frac{(1+x^2)(1+x)^2}{x^2}.$$

The remaining rational part is $\frac12-r=-\frac32-x-\frac1x$. The stated formula has the same rational part, since

$$\frac{(1+x^2)(1+x)^2}{x^2}\Big(-x+\frac{x^2}2\Big)=\frac{x^4}2-x^2-x-\frac32-\frac1x ,$$

and adding $x^2(2-x^2)/2=x^2-x^4/2$ removes the first two terms. This proves the closed form.

To start from $r>4$, set $\beta=\sqrt{1-4/r}$ and $x=(1-\beta)/(1+\beta)$. Then $0<x<1$ and $1+x=2/(1+\beta)$, so $(1+x)^2/x=4/(1-\beta^2)=r$.

## Bounds for a heavy photon

Since $(1-y)r=D(y)-y^2$,

$$r\,\frac{y^2(1-y)}{D(y)}=y^2-\frac{y^4}{D(y)} .$$

Dropping the last term gives $rK(r)\le\int_0^1y^2\,dy=\frac13$ for all $r>0$. For a lower bound, take $r>2$ and note that

$$D(y)-\big[1+(1-y)(r-2)\big]=(1-y)^2\ge0 .$$

With $y^4\le1$ this yields

$$rK(r)\ge\frac13-\int_0^1\frac{dy}{1+(1-y)(r-2)}=\frac13-\frac{\ln(r-1)}{r-2}.$$

The logarithmic term vanishes as $r\to\infty$, and $rK(r)$ is squeezed to $\frac13$.

At the other end, for $r=0$ the integrand reduces to $1-y$, and $K(0)=\frac12$ gives the familiar massless-photon anomaly $\alpha/2\pi$.

## The kernel and its closed form in Lean

The function `kernel` takes the dimensionless ratio $r$, not a mass, and returns the number $K(r)$, which is the contribution to the anomaly in units of $\alpha/\pi$. Its definition is the Feynman-parameter integral. The step from the vertex diagram to that integral is physics input, so the theorems concern the integral itself.

```lean
import Mathlib

open Filter Topology Set

namespace MassivePhotonKernel

noncomputable section

/-- The one-loop kernel `K(r)` of the muon anomaly, in units of `α/π`, for a photon whose squared
mass is `r ≥ 0` times the squared muon mass, as an integral over a Feynman parameter. -/
def kernel (r : ℝ) : ℝ :=
  ∫ y in (0 : ℝ)..1, y ^ 2 * (1 - y) / (y ^ 2 + (1 - y) * r)
```

The right-hand side of the main formula is a function of $x$. Many textbooks use $x$ for the Feynman parameter; here that parameter is $y$, and $x$ encodes the mass.

```lean
/-- The closed form of the kernel in the variable `x`, for `0 < x < 1`. -/
def closedForm (x : ℝ) : ℝ :=
  x ^ 2 * (2 - x ^ 2) / 2
    + (1 + x ^ 2) * (1 + x) ^ 2 / x ^ 2 * (Real.log (1 + x) - x + x ^ 2 / 2)
    + (1 + x) / (1 - x) * x ^ 2 * Real.log x
```

The function `primitive x` is $F$, with $r$ written out in terms of $x$ and the coefficients $A$ and $B$ inserted.

```lean
/-- A primitive in the Feynman parameter `y` of the kernel's integrand at `r = (1+x)²/x`,
for `0 < x < 1` and `y ≤ 1`. -/
def primitive (x y : ℝ) : ℝ :=
  (1 - (1 + x) ^ 2 / x) * y - y ^ 2 / 2
    + (1 + x) * x ^ 2 / (1 - x) * Real.log (1 + x - y)
    - (1 + x) / (x ^ 2 * (1 - x)) * Real.log (1 + x - x * y)
```

## Positivity and integrability

The first lemma splits into the cases $y=0$ and $y>0$, as above. Its hypothesis `0 < r` says that the photon has a mass.

```lean
/-- For a massive photon, `r > 0`, the Feynman denominator is positive on the whole
range `0 ≤ y ≤ 1`. -/
theorem denominator_pos {r y : ℝ} (hr : 0 < r) (h0 : 0 ≤ y) (h1 : y ≤ 1) :
    0 < y ^ 2 + (1 - y) * r := by
  rcases eq_or_lt_of_le h0 with h | h
  · rw [← h]
    simpa using hr
  · have h2 : 0 ≤ (1 - y) * r := mul_nonneg (sub_nonneg.2 h1) hr.le
    have h3 : 0 < y ^ 2 := pow_pos h 2
    linarith
```

A quotient of continuous functions with a non-vanishing denominator is continuous, hence integrable on $[0,1]$.

```lean
/-- For a massive photon, `r > 0`, the integrand of the kernel is integrable on `[0,1]`. -/
theorem integrand_integrable {r : ℝ} (hr : 0 < r) :
    IntervalIntegrable (fun y : ℝ => y ^ 2 * (1 - y) / (y ^ 2 + (1 - y) * r))
      MeasureTheory.volume 0 1 := by
  apply ContinuousOn.intervalIntegrable_of_Icc zero_le_one
  exact ContinuousOn.div (by fun_prop) (by fun_prop)
    (fun y hy => (denominator_pos hr hy.1 hy.2).ne')
```

## Differentiating the primitive

The partial-fraction expansion is checked in reverse: $F$ is differentiated and the result is compared with the integrand. The facts `ha` and `hb` keep the arguments of the logarithms away from zero. The terms `d0`, `d1` and `d2` differentiate the quadratic term and the two logarithms, and `d` assembles them with their coefficients. The factorization of $D$ is `hD`. After it is substituted, `field_simp` clears the denominators and `ring` confirms the polynomial identity.

```lean
/-- For `0 < x < 1` and `y ≤ 1`, the derivative of `primitive x` at `y` is the integrand of
the kernel at `r = (1+x)²/x`. -/
theorem hasDerivAt_primitive {x y : ℝ} (hx0 : 0 < x) (hx1 : x < 1) (h1 : y ≤ 1) :
    HasDerivAt (primitive x)
      (y ^ 2 * (1 - y) / (y ^ 2 + (1 - y) * ((1 + x) ^ 2 / x))) y := by
  have ha : 1 + x - y ≠ 0 := by linarith
  have hb : 1 + x - x * y ≠ 0 := by nlinarith
  have hc : 1 - x ≠ 0 := by linarith
  have hx : x ≠ 0 := hx0.ne'
  have d0 : HasDerivAt (fun t : ℝ => t ^ 2 / 2) y y :=
    ((hasDerivAt_pow 2 y).div_const 2).congr_deriv (by norm_num)
  have d1 : HasDerivAt (fun t : ℝ => Real.log (1 + x - t)) (-1 / (1 + x - y)) y :=
    ((hasDerivAt_id' y).const_sub (1 + x)).log ha
  have d2 : HasDerivAt (fun t : ℝ => Real.log (1 + x - x * t)) (-(x * 1) / (1 + x - x * y)) y :=
    (((hasDerivAt_id' y).const_mul x).const_sub (1 + x)).log hb
  have d := ((((hasDerivAt_id' y).const_mul (1 - (1 + x) ^ 2 / x)).fun_sub d0).fun_add
    (d1.const_mul ((1 + x) * x ^ 2 / (1 - x)))).fun_sub
    (d2.const_mul ((1 + x) / (x ^ 2 * (1 - x))))
  -- the denominator factors, and the derivative is its partial-fraction expansion
  have hD : y ^ 2 + (1 - y) * ((1 + x) ^ 2 / x) = (1 + x - y) * (1 + x - x * y) / x := by
    field_simp
    ring
  refine d.congr_deriv ?_
  rw [hD]
  field_simp
  ring
```

## The closed form for photons heavier than two muons

The theorem `kernel_eq_closedForm` states that for every real $x$ with $0<x<1$, the integral at $r=(1+x)^2/x$ equals `closedForm x`. The fundamental theorem of calculus supplies `h`, which is $K=F(1)-F(0)$. The rewriting that follows evaluates the logarithms' arguments at the endpoints, and the last two tactics carry out the algebra that collects $-(A+B)$ and the rational part.

```lean
/-- The massive-photon kernel in closed form: for `0 < x < 1` and `r = (1+x)²/x`, the
Feynman-parameter integral `K(r)` equals `closedForm x`. -/
theorem kernel_eq_closedForm {x : ℝ} (hx0 : 0 < x) (hx1 : x < 1) :
    kernel ((1 + x) ^ 2 / x) = closedForm x := by
  have hr : 0 < (1 + x) ^ 2 / x := by positivity
  have hc : 1 - x ≠ 0 := by linarith
  have hx : x ≠ 0 := hx0.ne'
  have h : kernel ((1 + x) ^ 2 / x) = primitive x 1 - primitive x 0 := by
    apply intervalIntegral.integral_eq_sub_of_hasDerivAt _ (integrand_integrable hr)
    intro y hy
    rw [uIcc_of_le zero_le_one] at hy
    exact hasDerivAt_primitive hx0 hx1 hy.2
  rw [h]
  unfold primitive closedForm
  rw [show 1 + x - 1 = x by ring, show 1 + x - x * 1 = 1 by ring,
    show 1 + x - 0 = 1 + x by ring, show 1 + x - x * 0 = 1 + x by ring, Real.log_one]
  field_simp
  ring
```

The next theorem starts from the mass ratio. Its hypothesis `4 < r` places the photon above the threshold for decay into a muon pair, and $\beta$ is then the speed of each muon in the photon's rest frame, in units of the speed of light. The proof replaces the square root by a letter `β`, keeping only its positivity and its square. From these it derives `hrb`, which is $r(1-\beta^2)=4$, and then `hx`, which says that the chosen $x$ reproduces $r$. For $0<r\le4$ the integral still defines the kernel, but neither theorem gives a closed form.

```lean
/-- For every `r > 4` the kernel is given by the closed form at `x = (1-β)/(1+β)`,
where `β = √(1 - 4/r)`. -/
theorem kernel_eq_of_four_lt {r : ℝ} (hr : 4 < r) :
    kernel r = closedForm ((1 - √(1 - 4 / r)) / (1 + √(1 - 4 / r))) := by
  have hr0 : 0 < r := by linarith
  have h4 : 4 / r < 1 := (div_lt_one hr0).2 hr
  have h4' : 0 < 4 / r := by positivity
  have hb0 : 0 < √(1 - 4 / r) := Real.sqrt_pos.2 (by linarith)
  have hb2 : √(1 - 4 / r) ^ 2 = 1 - 4 / r := Real.sq_sqrt (by linarith)
  have hc : r * (4 / r) = 4 := by field_simp
  generalize √(1 - 4 / r) = β at hb0 hb2 ⊢
  have hb1 : β < 1 := by nlinarith
  have hp : 0 < 1 + β := by linarith
  have hm : 0 < 1 - β := by linarith
  have hrb : r * (1 - β ^ 2) = 4 := by linear_combination hc - r * hb2
  have hx0 : 0 < (1 - β) / (1 + β) := div_pos hm hp
  have hx1 : (1 - β) / (1 + β) < 1 := (div_lt_one hp).2 (by linarith)
  -- this `x` solves `(1+x)²/x = r`
  have hx : (1 + (1 - β) / (1 + β)) ^ 2 / ((1 - β) / (1 + β)) = r := by
    rw [div_eq_iff hx0.ne']
    field_simp
    linear_combination -hrb
  rw [← kernel_eq_closedForm hx0 hx1, hx]
```

## The massless photon

At $r=0$ the factor $y^2$ cancels everywhere except at $y=0$, where Lean assigns the quotient $0/0$ the value $0$. A single point does not affect the integral, and the comparison on the half-open interval $(0,1]$ avoids it.

```lean
/-- A massless photon gives `K(0) = 1/2`. -/
theorem kernel_zero : kernel 0 = 1 / 2 := by
  have h : kernel 0 = ∫ y in (0 : ℝ)..1, (1 - y) := by
    apply intervalIntegral.integral_congr_ae
    refine Eventually.of_forall fun y hy => ?_
    rw [uIoc_of_le zero_le_one] at hy
    have hy0 : y ≠ 0 := hy.1.ne'
    rw [mul_zero, add_zero, mul_div_cancel_left₀ _ (pow_ne_zero 2 hy0)]
  rw [h, intervalIntegral.integral_sub (continuous_const.intervalIntegrable _ _)
    ((by fun_prop : Continuous fun y : ℝ => y).intervalIntegrable _ _)]
  norm_num [integral_id]
```

## The heavy-photon limit with its error

The upper bound holds for every `r > 0`. The factor $r$ is moved inside the integral, and `intervalIntegral.integral_mono_on` reduces the claim to the pointwise inequality $r\,y^2(1-y)\le y^2D(y)$. The two sides differ by $y^4$, whose sign is the hint given to `nlinarith`.

```lean
/-- For every photon mass, `r > 0`, the kernel obeys `r K(r) ≤ 1/3`. -/
theorem mul_kernel_le {r : ℝ} (hr : 0 < r) : r * kernel r ≤ 1 / 3 := by
  have h3 : ∫ y in (0 : ℝ)..1, y ^ 2 = 1 / 3 := by
    rw [integral_pow]
    norm_num
  rw [← h3, kernel, ← intervalIntegral.integral_const_mul]
  apply intervalIntegral.integral_mono_on zero_le_one ((integrand_integrable hr).const_mul r)
    ((by fun_prop : Continuous fun y : ℝ => y ^ 2).intervalIntegrable _ _)
  intro y hy
  rw [← mul_div_assoc, div_le_iff₀ (denominator_pos hr hy.1 hy.2)]
  nlinarith [sq_nonneg (y ^ 2)]
```

The lower bound is stated for `2 < r`, where the denominator $r-2$ is positive. In the proof, `hE` shows that the comparison denominator $1+(1-y)(r-2)$ is positive, and `hI` evaluates the comparison integral from an explicit primitive. The identity $r\,y^2(1-y)/D=y^2-y^4/D$ is `hsplit`. The estimate `h1` uses $y^4\le1$ together with the square $(1-y)^2$ found above.

Together the two bounds say that replacing $rK(r)$ by $\frac13$ overestimates it by at most $\ln(r-1)/(r-2)$ when $r>2$.

```lean
/-- For `r > 2` the product `r K(r)` falls short of `1/3` by at most `ln(r-1)/(r-2)`. -/
theorem le_mul_kernel {r : ℝ} (hr : 2 < r) :
    1 / 3 - Real.log (r - 1) / (r - 2) ≤ r * kernel r := by
  have hr0 : 0 < r := by linarith
  have hr2 : r - 2 ≠ 0 := by linarith
  have hE : ∀ y ∈ Icc (0 : ℝ) 1, 0 < 1 + (1 - y) * (r - 2) := fun y hy => by
    have := mul_nonneg (sub_nonneg.2 hy.2) (sub_pos.2 hr).le
    linarith
  have hint : IntervalIntegrable (fun y : ℝ => y ^ 2 - 1 / (1 + (1 - y) * (r - 2)))
      MeasureTheory.volume 0 1 := by
    apply ContinuousOn.intervalIntegrable_of_Icc zero_le_one
    exact ContinuousOn.sub (by fun_prop)
      (ContinuousOn.div (by fun_prop) (by fun_prop) (fun y hy => (hE y hy).ne'))
  -- the comparison integral is elementary
  have hI : ∫ y in (0 : ℝ)..1, (y ^ 2 - 1 / (1 + (1 - y) * (r - 2)))
      = 1 / 3 - Real.log (r - 1) / (r - 2) := by
    rw [intervalIntegral.integral_eq_sub_of_hasDerivAt
      (f := fun y : ℝ => y ^ 3 / 3 + Real.log (1 + (1 - y) * (r - 2)) / (r - 2)) _ hint]
    · rw [show 1 + (1 - (1 : ℝ)) * (r - 2) = 1 by ring,
        show 1 + (1 - (0 : ℝ)) * (r - 2) = r - 1 by ring, Real.log_one]
      ring
    · intro y hy
      rw [uIcc_of_le zero_le_one] at hy
      have hy' := (hE y hy).ne'
      have d := ((((hasDerivAt_id' y).const_sub 1).mul_const (r - 2)).const_add 1).log hy'
      refine (((hasDerivAt_pow 3 y).div_const 3).fun_add (d.div_const (r - 2))).congr_deriv ?_
      norm_num
      field_simp
      ring
  rw [← hI, kernel, ← intervalIntegral.integral_const_mul]
  apply intervalIntegral.integral_mono_on zero_le_one hint ((integrand_integrable hr0).const_mul r)
  intro y hy
  have hD := denominator_pos hr0 hy.1 hy.2
  have hsplit : r * (y ^ 2 * (1 - y) / (y ^ 2 + (1 - y) * r))
      = y ^ 2 - y ^ 4 / (y ^ 2 + (1 - y) * r) := by
    rw [← mul_div_assoc, div_eq_iff hD.ne', sub_mul, div_mul_cancel₀ _ hD.ne']
    ring
  have h1 : y ^ 4 / (y ^ 2 + (1 - y) * r) ≤ 1 / (1 + (1 - y) * (r - 2)) :=
    div_le_div₀ zero_le_one (pow_le_one₀ hy.1 hy.2) (hE y hy) (by nlinarith [sq_nonneg (1 - y)])
  rw [hsplit]
  linarith
```

The limit statement uses Lean's filters: `atTop` means $r\to\infty$, and `𝓝 (1 / 3)` stands for the neighbourhoods of $\frac13$. For $r\ge4$ we have $r-2\ge r/2$, so the error is at most $2\ln r/r$. This tends to zero because the logarithm grows more slowly than $r$, and the squeeze theorem finishes the proof. In physical terms, the contribution of a heavy photon-like boson approaches $\alpha/(3\pi r)$, with a relative error that tends to zero.

```lean
/-- Heavy-photon limit: `r K(r)` tends to `1/3` as `r → ∞`. -/
theorem tendsto_mul_kernel : Tendsto (fun r => r * kernel r) atTop (𝓝 (1 / 3)) := by
  have h0 : Tendsto (fun r : ℝ => Real.log r / r) atTop (𝓝 0) :=
    Real.isLittleO_log_id_atTop.tendsto_div_nhds_zero
  have h := (h0.const_mul 2).const_sub (1 / 3)
  rw [mul_zero, sub_zero] at h
  refine tendsto_of_tendsto_of_tendsto_of_le_of_le' h tendsto_const_nhds ?_ ?_
  · filter_upwards [eventually_ge_atTop (4 : ℝ)] with r hr
    have h1 : Real.log (r - 1) / (r - 2) ≤ Real.log r / (r / 2) :=
      div_le_div₀ (Real.log_nonneg (by linarith))
        (Real.log_le_log (by linarith) (by linarith)) (by linarith) (by linarith)
    have h2 : Real.log r / (r / 2) = 2 * (Real.log r / r) := by ring
    have h3 := le_mul_kernel (show 2 < r by linarith)
    linarith
  · filter_upwards [eventually_gt_atTop (0 : ℝ)] with r hr
    exact mul_kernel_le hr

end

end MassivePhotonKernel
```

```lean
#print axioms MassivePhotonKernel.kernel_eq_closedForm
-- 'MassivePhotonKernel.kernel_eq_closedForm' depends on axioms: [propext, Classical.choice, Quot.sound]
#print axioms MassivePhotonKernel.kernel_eq_of_four_lt
-- 'MassivePhotonKernel.kernel_eq_of_four_lt' depends on axioms: [propext, Classical.choice, Quot.sound]
#print axioms MassivePhotonKernel.kernel_zero
-- 'MassivePhotonKernel.kernel_zero' depends on axioms: [propext, Classical.choice, Quot.sound]
#print axioms MassivePhotonKernel.tendsto_mul_kernel
-- 'MassivePhotonKernel.tendsto_mul_kernel' depends on axioms: [propext, Classical.choice, Quot.sound]
```
